# The critical exponent 1/2 of the order parameter in Landau theory with a nonnegative remainder o(x⁴)

In Landau theory with a real order parameter x, let the free energy be a x² + b x⁴ + R(x), where b > 0 is fixed and the remainder R does not depend on a, is nowhere negative and is o(x⁴) at zero. The theorem `critical_exponent_half` says that if x(a) is a global minimizer for every a < 0, then log |x(a)| / log(−a) tends to 1/2 as a → 0 from below. That minimizers exist is assumed, and where there are several, any choice will do. The proof starts from the previous theorem, by which x(a)²/(−a) tends to 1/(2b), takes logarithms, and uses that −log(−a) grows without bound. For this last fact it first shows that −a tends to 0 from above as a tends to 0 from below, and there it fails.

An attempt in Lean 4 with a fault in it:

```lean
import Mathlib

open Filter Topology Asymptotics

namespace CriticalExponentHalf

noncomputable section

/-- The Landau free energy `a x² + b x⁴ + R(x)` of an order parameter `x`, with remainder `R`. -/
def landau (a b : ℝ) (R : ℝ → ℝ) (x : ℝ) : ℝ := a * x ^ 2 + b * x ^ 4 + R x

/-- The value `m` of the order parameter is a global minimizer of the free energy `F`. -/
def IsEquilibrium (F : ℝ → ℝ) (m : ℝ) : Prop := ∀ y, F m ≤ F y

/-- For `a < 0`, `b > 0` and a nonnegative remainder, the squared order parameter differs from
the pure quartic value `-a/(2b)` by an amount controlled by the remainder at `√(-a/(2b))`. -/
theorem equilibrium_bound {a b m : ℝ} (ha : a < 0) (hb : 0 < b) {R : ℝ → ℝ}
    (hR : ∀ x, 0 ≤ R x) (hm : IsEquilibrium (landau a b R) m) :
    b * (m ^ 2 - -a / (2 * b)) ^ 2 ≤ R (√(-a / (2 * b))) := by
  obtain ⟨q, hq⟩ : ∃ q, q = -a / (2 * b) := ⟨_, rfl⟩
  have hq0 : 0 ≤ q := by
    rw [hq]
    exact div_nonneg (by linarith) (by linarith)
  have haq : a = -2 * b * q := by
    have h := (eq_div_iff (by positivity : 2 * b ≠ 0)).1 hq
    linarith
  rw [← hq]
  -- compare with the minimizer of the pure quartic theory
  have h : a * m ^ 2 + b * m ^ 4 + R m ≤ a * √q ^ 2 + b * √q ^ 4 + R (√q) := hm _
  have h2 : √q ^ 2 = q := Real.sq_sqrt hq0
  have h4 : √q ^ 4 = q ^ 2 := by
    calc √q ^ 4 = (√q ^ 2) ^ 2 := by ring
      _ = q ^ 2 := by rw [h2]
  rw [h2, h4, haq] at h
  nlinarith [hR m]

/-- Limiting amplitude: for `b > 0` and a nonnegative remainder of order `o(x⁴)` at zero, any choice
of global minimizers `x(a)` of the Landau free energy satisfies `x(a)²/(-a) → 1/(2b)` as `a → 0`
from below. -/
theorem order_parameter_sq_tendsto {b : ℝ} (hb : 0 < b) {R : ℝ → ℝ} (hR : ∀ x, 0 ≤ R x)
    (ho : R =o[𝓝 0] fun x : ℝ => x ^ 4) {x : ℝ → ℝ}
    (hx : ∀ a < 0, IsEquilibrium (landau a b R) (x a)) :
    Tendsto (fun a => x a ^ 2 / (-a)) (𝓝[<] 0) (𝓝 (1 / (2 * b))) := by
  have hy : Tendsto (fun a : ℝ => √(-a / (2 * b))) (𝓝[<] 0) (𝓝 0) := by
    have hc : Continuous (fun a : ℝ => √(-a / (2 * b))) := by fun_prop
    have h := hc.tendsto 0
    simp only [neg_zero, zero_div, Real.sqrt_zero] at h
    exact h.mono_left nhdsWithin_le_nhds
  have hs : Tendsto (fun a : ℝ => √(R (√(-a / (2 * b))) / √(-a / (2 * b)) ^ 4 / (4 * b ^ 3)))
      (𝓝[<] 0) (𝓝 0) := by
    have h := ((ho.tendsto_div_nhds_zero.comp hy).div_const (4 * b ^ 3)).sqrt
    rw [zero_div, Real.sqrt_zero] at h
    exact h
  -- the deviation from the limit is squeezed by the relative size of the remainder
  have hg : Tendsto (fun a => x a ^ 2 / (-a) - 1 / (2 * b)) (𝓝[<] 0) (𝓝 0) := by
    refine squeeze_zero_norm' ?_ hs
    filter_upwards [self_mem_nhdsWithin] with a ha
    have ha' : a < 0 := ha
    have ha0 : a ≠ 0 := ha'.ne
    rw [Real.norm_eq_abs]
    apply Real.abs_le_sqrt
    have hk := equilibrium_bound ha' hb hR (hx a ha')
    have h2 : √(-a / (2 * b)) ^ 2 = -a / (2 * b) :=
      Real.sq_sqrt (div_nonneg (by linarith) (by linarith))
    have h4 : √(-a / (2 * b)) ^ 4 = a ^ 2 / (4 * b ^ 2) := by
      calc √(-a / (2 * b)) ^ 4 = (√(-a / (2 * b)) ^ 2) ^ 2 := by ring
        _ = a ^ 2 / (4 * b ^ 2) := by rw [h2]; ring
    have hD : (x a ^ 2 - -a / (2 * b)) ^ 2 ≤ R (√(-a / (2 * b))) / b := by
      rw [le_div_iff₀ hb]
      linarith
    have e1 : x a ^ 2 / (-a) - 1 / (2 * b) = (x a ^ 2 - -a / (2 * b)) / (-a) := by
      rw [sub_div, div_right_comm, div_self (neg_ne_zero.2 ha0)]
    have e2 : ∀ z : ℝ, z / (a ^ 2 / (4 * b ^ 2)) / (4 * b ^ 3) = z / b / a ^ 2 := by
      intro z
      field_simp
    rw [h4, e1, e2, div_pow, neg_sq]
    gcongr
  have h := hg.add_const (1 / (2 * b))
  simp only [sub_add_cancel, zero_add] at h
  exact h

/-- The critical exponent is one half: for `b > 0` and a nonnegative remainder of order `o(x⁴)`
at zero, global minimizers satisfy `log |x(a)| / log(-a) → 1/2` as `a → 0` from below. -/
theorem critical_exponent_half {b : ℝ} (hb : 0 < b) {R : ℝ → ℝ} (hR : ∀ x, 0 ≤ R x)
    (ho : R =o[𝓝 0] fun x : ℝ => x ^ 4) {x : ℝ → ℝ}
    (hx : ∀ a < 0, IsEquilibrium (landau a b R) (x a)) :
    Tendsto (fun a => Real.log |x a| / Real.log (-a)) (𝓝[<] 0) (𝓝 (1 / 2)) := by
  have hL := order_parameter_sq_tendsto hb hR ho hx
  have hpos : 0 < 1 / (2 * b) := by positivity
  have hneg : Tendsto (fun a : ℝ => -a) (𝓝[<] 0) (𝓝[>] 0) := by
    refine tendsto_nhdsWithin_iff.2 ⟨?_, ?_⟩
    · have h := (continuous_neg (G := ℝ)).tendsto 0
      rw [neg_zero] at h
      exact h.mono_left nhdsWithin_le_nhds
    · filter_upwards [self_mem_nhdsWithin] with a ha
      exact neg_pos.2 ha
  have hT : Tendsto (fun a : ℝ => -Real.log (-a)) (𝓝[<] 0) atTop :=
    tendsto_neg_atBot_atTop.comp (Real.tendsto_log_nhdsGT_zero.comp hneg)
  -- the logarithm of the amplitude is negligible against log(-a)
  have hq := (((hL.log hpos.ne').div_atTop hT).const_mul (1 / 2)).const_sub (1 / 2)
  rw [mul_zero, sub_zero] at hq
  refine hq.congr' ?_
  filter_upwards [self_mem_nhdsWithin, hL.eventually (lt_mem_nhds hpos),
    hT.eventually (eventually_gt_atTop 0)] with a ha hxa hlog
  have ha' : a < 0 := ha
  have hx0 : x a ≠ 0 := by
    intro h0
    simp [h0] at hxa
  have hl : Real.log (-a) ≠ 0 := by
    intro h0
    simp only [h0, neg_zero, lt_self_iff_false] at hlog
  rw [Real.log_div (pow_ne_zero 2 hx0) (neg_ne_zero.2 ha'.ne), Real.log_pow, Real.log_abs]
  push_cast
  generalize Real.log (-a) = T at hl
  field_simp
  ring

end

end CriticalExponentHalf
```

Messages:

```
Main.lean:96:22: error: Application type mismatch: The argument
  ha
has type
  a ∈ Set.Iio 0
but is expected to have type
  ?m.191 < 0
in the application
  neg_pos.mpr ha
```

The one error is at `exact neg_pos.2 ha`, which should show that `-a` is positive. The hypothesis `ha` has the type `a ∈ Set.Iio 0`, which by definition means `a < 0`, but `neg_pos.2` expects an argument whose type has the form `?m.191 < 0`. The goal is likewise a membership, in `Set.Ioi 0`, and not a plain inequality, and the placeholder in the message shows that it had not told Lean which number `neg_pos` was about. With that still open, Lean did not match the membership with the inequality.

The repair first states `ha' : a < 0 := ha`. Here both sides are fully known, and Lean accepts them as the same by definition. From `ha'`, `linarith` proves `hna : 0 < -a`, with no placeholder left to fill. Finally `exact hna` closes the goal, since membership of `-a` in `Set.Ioi 0` means just this inequality. The mathematics of the step is unchanged.

The repair, with which the file compiles:

```diff
@@ -94,5 +94,7 @@
       exact h.mono_left nhdsWithin_le_nhds
     · filter_upwards [self_mem_nhdsWithin] with a ha
-      exact neg_pos.2 ha
+      have ha' : a < 0 := ha
+      have hna : 0 < -a := by linarith
+      exact hna
   have hT : Tendsto (fun a : ℝ => -Real.log (-a)) (𝓝[<] 0) atTop :=
     tendsto_neg_atBot_atTop.comp (Real.tendsto_log_nhdsGT_zero.comp hneg)
```
